# The massless Bhabha factor equals ((3 + c²)/(1 − c))²: the hypotheses one by one

To get the angular distribution of e⁺e⁻ → e⁺e⁻ at lowest order, with a single virtual photon, either exchanged or formed by annihilation, and the electron mass neglected, one takes the spin-averaged squared amplitude e⁴F(s, t, u), with e the elementary charge and s, t, u the Mandelstam variables, and inserts centre-of-mass kinematics. With c = cos θ, θ the angle between the incoming and outgoing electron, and α = e²/4π the fine-structure constant (Heaviside–Lorentz units, with ħ and the speed of light set to 1), the differential cross section becomes

dσ/dΩ = α²F/(4s), F = ((3 + c²)/(1 − c))².

In this tree-level, one-photon, massless model, F grows strictly with c from the value 4 at backward scattering, so on an angular range cut off at some c₀ < 1 its largest value sits at the cut, and this value can serve as the constant envelope in an accept–reject sampling that draws c uniformly on that range. The prefactor α²/(4s), the use of the cut and the numerical cases given for dropped hypotheses were worked out on paper and are not among the checked theorems.

```lean
import Mathlib

open Set

namespace MasslessBhabha

noncomputable section
```

## Assumed: the amplitude and the kinematics

The starting formula is a definition. Nothing is derived from Feynman rules or gamma-matrix traces, and electron mass, loops, photon emission and Z exchange are absent. In units of e⁴,

F(s, t, u) = 2[(s² + u²)/t² + (t² + u²)/s² + 2u²/(st)],

the three terms being photon exchange, annihilation and their interference. In Lean this is `bhabha`, a function of three independent real numbers.

```lean
/-- Spin-averaged tree-level one-photon squared amplitude of massless Bhabha scattering in units of `e^4`,
as a function of the Mandelstam variables. -/
def bhabha (s t u : ℝ) : ℝ :=
  2 * ((s ^ 2 + u ^ 2) / t ^ 2 + (t ^ 2 + u ^ 2) / s ^ 2 + 2 * u ^ 2 / (s * t))
```

The factor for e⁻e⁻ → e⁻e⁻, written M and called `moller`, enters in the same way.

```lean
/-- Spin-averaged tree-level one-photon squared amplitude of massless Møller scattering in units of `e^4`. -/
def moller (s t u : ℝ) : ℝ :=
  2 * ((s ^ 2 + u ^ 2) / t ^ 2 + (s ^ 2 + t ^ 2) / u ^ 2 + 2 * s ^ 2 / (t * u))
```

For four massless particles of energy E each in the centre-of-mass frame, s = 4E², t = −2E²(1 − c) and u = −2E²(1 + c). Eliminating E gives

t = −s(1 − c)/2, u = −s(1 + c)/2.

These are `tCM` and `uCM`, again definitions; four-momenta do not appear. They fix the convention that t vanishes in the forward direction c = 1. The variable `c` is any real number until a hypothesis restricts it.

```lean
/-- Massless centre-of-mass value of `t` at scattering-angle cosine `c`. -/
def tCM (s c : ℝ) : ℝ := -s * (1 - c) / 2

/-- Massless centre-of-mass value of `u` at scattering-angle cosine `c`. -/
def uCM (s c : ℝ) : ℝ := -s * (1 + c) / 2
```

`bhabhaCM s c` is F on these values, and `angular` is g(c) = (3 + c²)/(1 − c).

```lean
/-- The Bhabha factor evaluated on centre-of-mass kinematics. -/
def bhabhaCM (s c : ℝ) : ℝ := bhabha s (tCM s c) (uCM s c)

/-- The angular function `(3 + c²)/(1 - c)`. -/
def angular (c : ℝ) : ℝ := (3 + c ^ 2) / (1 - c)
```

An easy mistake is the sign of the interference term. Since s > 0 and t < 0, the term 2u²/(st) is negative although it is written with a plus sign. Checking at c = −1 does not catch a wrong sign, because u = 0 there and F = 2[1 + 1] = 4 either way. At c = 0, where t = u = −s/2, the correct value is 2[5 + 1/2 − 1] = 9 = g(0)², and the flipped sign gives 13.

## Masslessness: s + t + u = 0

In general s + t + u is the sum of the four squared masses, so a vanishing sum expresses masslessness. On the kinematics above it is automatic,

s − s(1 − c)/2 − s(1 + c)/2 = s − s = 0,

and `mandelstam_sum` proves it for all real s and c by `ring`.

```lean
/-- The centre-of-mass Mandelstam variables of massless particles sum to zero. -/
theorem mandelstam_sum (s c : ℝ) : s + tCM s c + uCM s c = 0 := by
  unfold tCM uCM
  ring
```

The crossing identities do not need the constraint s + t + u = 0. Exchanging s and u in M turns its terms into (u² + s²)/t², (u² + t²)/s² and 2u²/(ts), which are those of F. Exchanging s and t in F swaps the first two terms and leaves the third alone. So F(s, t, u) = M(u, t, s) and F(s, t, u) = F(t, s, u). Crossing in field theory is a statement about the analytic continuation of one amplitude between channels; `crossing` is the algebraic identity between two given formulas that this principle leads one to expect, and the later theorems do not use it.

```lean
/-- Crossing: the Bhabha factor is the Møller factor with `s` and `u` exchanged, and it is
symmetric under the exchange of `s` and `t`. -/
theorem crossing (s t u : ℝ) :
    bhabha s t u = moller u t s ∧ bhabha s t u = bhabha t s u := by
  unfold bhabha moller
  constructor <;> ring
```

Once the formula for F is given, its reduction to a square uses the constraint s + t + u = 0 at a single step. Collect the u² terms of F:

F = 2[s²/t² + t²/s² + u²(1/s + 1/t)²] = 2[s⁴ + t⁴ + u²(s + t)²]/(s²t²).

Now put u = −s − t, so that u² = (s + t)². Expanding,

s⁴ + t⁴ + (s + t)⁴ = 2s⁴ + 4s³t + 6s²t² + 4st³ + 2t⁴ = 2(s² + st + t²)²,

and therefore

F = 4(s² + st + t²)²/(s²t²) = 4(s/t + 1 + t/s)².

In `bhabha_invariant` the hypothesis `h` yields `hu : u = -s - t`, `subst` eliminates u, `field_simp` clears the denominators and `ring` checks the remaining polynomial identity. Without the constraint, F depends on u independently while the square does not: s = 2, t = −1 gives 9 on the right, matched by u = −1, but u = 0 gives F = 17/2.

```lean
/-- For nonzero `s`, `t` with `s + t + u = 0` the Bhabha factor is the perfect square
`4 (s/t + 1 + t/s)²`. -/
theorem bhabha_invariant {s t u : ℝ} (hs : s ≠ 0) (ht : t ≠ 0) (h : s + t + u = 0) :
    bhabha s t u = 4 * (s / t + 1 + t / s) ^ 2 := by
  have hu : u = -s - t := by linarith
  subst hu
  unfold bhabha
  field_simp
  ring
```

## Nonzero s and t: the photon poles

The denominators s and t come from the propagators of the annihilation and exchange photons. The step above divides by both, and `field_simp` draws on `hs` and `ht` for the same purpose. On the kinematics, t ≠ 0 follows from s ≠ 0 and c ≠ 1, which are the hypotheses of `bhabhaCM_eq`: nonzero energy and no exactly forward scattering. Then the energy cancels from the ratios,

s/t = −2/(1 − c), t/s = −(1 − c)/2.

With x = 1 − c,

−2(s/t + 1 + t/s) = 4/x − 2 + x = (x² − 2x + 4)/x = (3 + c²)/(1 − c),

since x² − 2x + 4 = 1 − 2c + c² − 2 + 2c + 4. Squaring gives F = g(c)². In the proof `ht` is the nonvanishing of t, `e1` and `e2` are the two ratios, `e3` is the last display, and the final `rw` inserts them into `bhabha_invariant`, with `mandelstam_sum s c` supplying the constraint.

At the excluded points F has no physical value, but Lean sets division by zero to 0: at c = 1 and s ≠ 0, `bhabhaCM` evaluates to 2 while `angular` gives 0, and at s = 0 and c ≠ 1 `bhabhaCM` is 0 while g(c)² is positive, so both the identity and the bound F ≥ 4 would be false there, and a statement on the closed interval up to c = 1 would fail.

```lean
/-- Away from the forward direction and for `s ≠ 0`, the centre-of-mass Bhabha factor equals
`((3 + c²)/(1 - c))²`. -/
theorem bhabhaCM_eq {s c : ℝ} (hs : s ≠ 0) (hc : c ≠ 1) :
    bhabhaCM s c = angular c ^ 2 := by
  have h1 : 1 - c ≠ 0 := sub_ne_zero.mpr hc.symm
  have ht : tCM s c ≠ 0 := by
    unfold tCM
    exact div_ne_zero (mul_ne_zero (neg_ne_zero.mpr hs) h1) two_ne_zero
  -- the energy drops out of the ratios s/t and t/s
  have e1 : s / tCM s c = -2 / (1 - c) := by
    rw [div_eq_div_iff ht h1]
    unfold tCM
    ring
  have e2 : tCM s c / s = -(1 - c) / 2 := by
    rw [div_eq_div_iff hs two_ne_zero]
    unfold tCM
    ring
  have e3 : angular c = -2 * (-2 / (1 - c) + 1 + -(1 - c) / 2) := by
    unfold angular
    field_simp
    ring
  unfold bhabhaCM
  rw [bhabha_invariant hs ht (mandelstam_sum s c), e1, e2, e3]
  ring
```

## The range −1 ≤ c < 1

`Ico (-1) 1` is the half-open interval of cosines of real angles with the forward direction removed. For a < b in it,

(3 + b²)(1 − a) − (3 + a²)(1 − b) = 3(b − a) + (b² − a²) − ab(b − a) = (b − a)(3 + a + b − ab),

and 3 + a + b − ab = 4 − (1 − a)(1 − b). Hence

g(b) − g(a) = (b − a)[4 − (1 − a)(1 − b)]/[(1 − a)(1 − b)].

The upper end makes the denominators positive; these are `hA` and `hB`, which `div_lt_div_iff₀` needs in order to cross-multiply. The lower end gives 1 − a ≤ 2 and, as b > a ≥ −1, also 1 − b < 2, so the product is below 4; this is `hk`. Then `hp` is the positive numerator, and the last `nlinarith` matches it to the cross-multiplied inequality. `StrictMonoOn` says exactly that a < b in the set implies g(a) < g(b). Below the range monotonicity fails, as g(−3) = 3 exceeds g(−1) = 2.

```lean
/-- The angular function is strictly increasing on the range `-1 ≤ c < 1`. -/
theorem angular_strictMonoOn : StrictMonoOn angular (Ico (-1) 1) := by
  intro a ha b hb hab
  obtain ⟨ha1, ha2⟩ := ha
  obtain ⟨hb1, hb2⟩ := hb
  have hA : 0 < 1 - a := by linarith
  have hB : 0 < 1 - b := by linarith
  -- the difference is proportional to (b - a) (4 - (1 - a)(1 - b))
  have hk : (1 - a) * (1 - b) < 4 := by nlinarith
  have hp : 0 < (b - a) * (4 - (1 - a) * (1 - b)) :=
    mul_pos (by linarith) (by linarith)
  unfold angular
  rw [div_lt_div_iff₀ hA hB]
  nlinarith [hp]
```

The upper end is used a second time in passing from g to g². From 0 < g(a) < g(b) follows g(a)² < g(b)², and g(a) > 0 holds because 1 − a > 0. Beyond c = 1 the function g is negative, and g² falls from 49 at c = 2 to 36 at c = 3. That c = −1 belongs to the interval is what makes 4 an attained minimum.

## Positive s

The condition s > 0 says that s is the squared collision energy. Under it `bhabha_angular` states three things on −1 ≤ c < 1: F equals ((3 + c²)/(1 − c))²; F is strictly increasing in c; and F ≥ 4 with equality if and only if c = −1. In the proof, `heq` is the angular form, `hmono` is the squaring argument with `hpos` for g(a) > 0, and `h4` is g(−1)² = (4/2)² = 4. Monotonicity from the left end point `hm` gives the bound, and injectivity of a strictly increasing function gives the equality case. Positivity enters only as `hs.ne'`, that is as s ≠ 0, because s has cancelled. A negative s would leave the algebra intact but would not describe this scattering process.

```lean
/-- Massless Bhabha factor for `s > 0`: on `-1 ≤ c < 1` it equals `((3 + c²)/(1 - c))²`, is
strictly increasing in `c`, is at least 4, and equals 4 exactly at backward scattering. -/
theorem bhabha_angular {s : ℝ} (hs : 0 < s) :
    (∀ c ∈ Ico (-1 : ℝ) 1, bhabhaCM s c = ((3 + c ^ 2) / (1 - c)) ^ 2) ∧
    StrictMonoOn (bhabhaCM s) (Ico (-1) 1) ∧
    (∀ c ∈ Ico (-1 : ℝ) 1, 4 ≤ bhabhaCM s c ∧ (bhabhaCM s c = 4 ↔ c = -1)) := by
  have heq : ∀ c ∈ Ico (-1 : ℝ) 1, bhabhaCM s c = angular c ^ 2 :=
    fun c hc => bhabhaCM_eq hs.ne' hc.2.ne
  have hmono : StrictMonoOn (bhabhaCM s) (Ico (-1) 1) := by
    intro a ha b hb hab
    have hlt : angular a < angular b := angular_strictMonoOn ha hb hab
    have hA : 0 < 1 - a := by linarith [ha.2]
    have hpos : 0 < angular a := div_pos (by positivity) hA
    rw [heq a ha, heq b hb]
    nlinarith
  have hm : (-1 : ℝ) ∈ Ico (-1 : ℝ) 1 := ⟨le_refl _, by norm_num⟩
  -- value at the left end point
  have h4 : bhabhaCM s (-1) = 4 := by
    rw [heq _ hm]
    unfold angular
    norm_num
  refine ⟨heq, hmono, fun c hc => ⟨?_, ?_⟩⟩
  · rw [← h4]
    exact hmono.monotoneOn hm hc hc.1
  · rw [← h4]
    exact ⟨fun h => hmono.injOn hc hm h, fun h => by rw [h]⟩
```

## The forward side: c < 1

Since 3 + c² ≥ 3, its square is at least 9 (`h9`), and dividing by (1 − c)² gives

F ≥ 9/(1 − c)².

`forward_bound` assumes s > 0 and c < 1, uses them as s ≠ 0 and c ≠ 1, and needs no lower limit on c. The bound has the right power of 1 − c, but 9 is not the coefficient of the forward peak: (1 − c)²F = (3 + c²)² tends to 16 as c → 1.

```lean
/-- Forward peak: for `c < 1` and `s > 0` the factor is at least `9/(1 - c)²`. -/
theorem forward_bound {s c : ℝ} (hs : 0 < s) (hc : c < 1) :
    9 / (1 - c) ^ 2 ≤ bhabhaCM s c := by
  rw [bhabhaCM_eq hs.ne' hc.ne]
  unfold angular
  rw [div_pow]
  have h9 : (9 : ℝ) ≤ (3 + c ^ 2) ^ 2 := by nlinarith [sq_nonneg c, sq_nonneg (c ^ 2)]
  exact div_le_div_of_nonneg_right h9 (sq_nonneg _)
```

Leaving c = 1 out does not make F bounded. Given any real bound, `M` in the code (here not the Møller factor), take N as the larger of 1 and that bound and set c = 1 − 1/N. Then 0 ≤ c < 1, so the angle is in range, and F ≥ 9N² > N, which is at least the bound. The step `e` evaluates 9/(1 − c)² = 9N², and `nlinarith` closes the inequality. The theorem concerns values of F; integrals over the angle are not treated.

```lean
/-- The factor is unbounded on the range `-1 ≤ c < 1`: every bound is exceeded at some angle. -/
theorem bhabha_unbounded {s : ℝ} (hs : 0 < s) (M : ℝ) :
    ∃ c ∈ Ico (-1 : ℝ) 1, M < bhabhaCM s c := by
  obtain ⟨N, hN1, hNM⟩ : ∃ N : ℝ, 1 ≤ N ∧ M ≤ N :=
    ⟨max 1 M, le_max_left _ _, le_max_right _ _⟩
  have hN0 : 0 < N := by linarith
  have hi : 0 < N⁻¹ := inv_pos.mpr hN0
  have hi1 : N⁻¹ ≤ 1 := inv_le_one_of_one_le₀ hN1
  -- take 1 - c = 1/N
  have hc : 1 - N⁻¹ < 1 := by linarith
  refine ⟨1 - N⁻¹, ⟨by linarith, hc⟩, lt_of_lt_of_le ?_ (forward_bound hs hc)⟩
  have e : 9 / (1 - (1 - N⁻¹)) ^ 2 = 9 * N ^ 2 := by
    rw [sub_sub_cancel, inv_pow, div_inv_eq_mul]
  rw [e]
  nlinarith

end

end MasslessBhabha
```

```lean
#print axioms MasslessBhabha.crossing
#print axioms MasslessBhabha.bhabha_angular
#print axioms MasslessBhabha.bhabha_unbounded
```

```
'MasslessBhabha.crossing' depends on axioms: [propext, Classical.choice, Quot.sound]
'MasslessBhabha.bhabha_angular' depends on axioms: [propext, Classical.choice, Quot.sound]
'MasslessBhabha.bhabha_unbounded' depends on axioms: [propext, Classical.choice, Quot.sound]
```
